# The Jackson kernel has the largest first coefficient among normalized nonnegative cosine kernels of order N

The density of states of a finite Hamiltonian, with its spectrum scaled into $(-1,1)$, can be expanded in Chebyshev polynomials. Cutting the series at order $N$ can produce oscillations and negative densities. Damping factors $g_n$ on the moments amount, with $E=\cos\varphi$, to convolving the angular density, extended to the circle as an even function of $\varphi$, with $p/2\pi$, where
$$p(x)=1+2\sum_{n=1}^N g_n\cos nx .$$
If $p\ge0$, the density stays nonnegative. The average of $1-\cos x$ over $p/2\pi$ is $1-g_1$, so a larger $g_1$ means a narrower kernel in this sense. How large can it be?

```lean
import Mathlib

open Real Finset
open scoped Topology

namespace OptimalPositiveKernel

noncomputable section
```

In Lean, $p$ is `kernel N g`. The sequence `g` is real, and only $g_1,\dots,g_N$ enter.

```lean
/-- The kernel `1 + 2 ∑ g_n cos (n x)` with damping factors `g_1, ..., g_N`. -/
def kernel (N : ℕ) (g : ℕ → ℝ) (x : ℝ) : ℝ := 1 + 2 * ∑ n ∈ Icc 1 N, g n * cos (n * x)
```

Its derivative is $p'(x)=-2\sum_n n\,g_n\sin nx$.

```lean
/-- The term-by-term derivative of the kernel. -/
def kernelSlope (N : ℕ) (g : ℕ → ℝ) (x : ℝ) : ℝ :=
  -2 * ∑ n ∈ Icc 1 N, g n * (n * sin (n * x))
```

Write $M=N+2$ and $\theta=\pi/M$. Here $N$ is the highest order; formulas that count the $N+1$ moments look shifted by one.

```lean
/-- The angle `π / (N + 2)`. -/
def angle (N : ℕ) : ℝ := π / (N + 2)
```

The grid is $x_j=(2j+1)\theta$, $0\le j\le N+1$.

```lean
/-- The grid points: odd multiples of `π / (N + 2)`. -/
def node (N j : ℕ) : ℝ := (2 * j + 1) * angle N
```

The Jackson factors are $J_n=[(M-n)\cos n\theta+\cot\theta\,\sin n\theta]/M$.

```lean
/-- The Jackson damping factors. -/
def jackson (N n : ℕ) : ℝ :=
  ((N + 2 - n) * cos (n * angle N) + cos (angle N) / sin (angle N) * sin (n * angle N)) / (N + 2)
```

## The bound from a grid sum

Since $M\theta=\pi$ and $M\ge2$, $\sin\theta>0$.

```lean
/-- `N + 2` steps of the angle make `π`, and its sine is positive. -/
theorem angle_facts (N : ℕ) : ((N : ℝ) + 2) * angle N = π ∧ 0 < sin (angle N) := by
  have h : ((N : ℝ) + 2) * angle N = π := by unfold angle; field_simp
  have ht : 0 < angle N := by unfold angle; positivity
  exact ⟨h, sin_pos_of_pos_of_lt_pi ht
    (by nlinarith [mul_nonneg (Nat.cast_nonneg N : (0 : ℝ) ≤ N) ht.le])⟩
```

The weights $\cos\theta-\cos x_j=2\sin((j+1)\theta)\sin(j\theta)$ are nonnegative, because both angles lie in $[0,\pi]$. They vanish only at the two end points.

```lean
/-- The weight `cos θ - cos x_j`, with `θ = π / (N + 2)`, is nonnegative at each of the `N + 2`
grid points and positive at all but the first and the last. -/
theorem node_weight (N j : ℕ) (hj : j < N + 2) : 0 ≤ cos (angle N) - cos (node N j) ∧
    (0 < j → j < N + 1 → 0 < cos (angle N) - cos (node N j)) := by
  obtain ⟨hpi, -⟩ := angle_facts N
  have ht : 0 < angle N := by unfold angle; positivity
  have e : cos (angle N) - cos (node N j)
      = 2 * (sin (((j : ℝ) + 1) * angle N) * sin (j * angle N)) := by
    have a := cos_sub (((j : ℝ) + 1) * angle N) (j * angle N)
    have b := cos_add (((j : ℝ) + 1) * angle N) (j * angle N)
    rw [show ((j : ℝ) + 1) * angle N - j * angle N = angle N by ring] at a
    rw [show ((j : ℝ) + 1) * angle N + j * angle N = node N j by unfold node; ring] at b
    linear_combination a - b
  have j1 : (j : ℝ) + 1 ≤ N + 2 := by exact_mod_cast hj
  rw [e]
  refine ⟨mul_nonneg zero_le_two (mul_nonneg
    (sin_nonneg_of_nonneg_of_le_pi (by positivity) (by nlinarith))
    (sin_nonneg_of_nonneg_of_le_pi (by positivity) (by nlinarith))), fun h0 h1 => ?_⟩
  have h0' : (0 : ℝ) < j := by exact_mod_cast h0
  have h1' : (j : ℝ) + 1 < N + 2 := by exact_mod_cast (by omega : j + 1 < N + 2)
  exact mul_pos two_pos (mul_pos (sin_pos_of_pos_of_lt_pi (by positivity) (by nlinarith))
    (sin_pos_of_pos_of_lt_pi (by positivity) (by nlinarith)))
```

For integer $k$, induction on $K$ gives $2\sin(k\theta)\sum_{j<K}\cos kx_j=\sin(2Kk\theta)$. At $K=M$ the right side is $\sin 2\pi k=0$, so the sum vanishes unless $M$ divides $k$.

```lean
/-- The cosine of integer order `k` sums to zero over the grid if `-(N+2) < k < 2(N+2)` and `k`
is neither `0` nor `N + 2`. -/
theorem grid_sum (N : ℕ) (k : ℤ) (h1 : -((N : ℤ) + 2) < k) (h2 : k < 2 * ((N : ℤ) + 2))
    (h3 : k ≠ 0) (h4 : k ≠ (N : ℤ) + 2) : ∑ j ∈ range (N + 2), cos (k * node N j) = 0 := by
  obtain ⟨hpi, -⟩ := angle_facts N
  -- multiplied by a sine, the sum telescopes
  have tele : ∀ K : ℕ, 2 * sin (k * angle N) * ∑ j ∈ range K, cos (k * node N j)
      = sin (2 * K * (k * angle N)) := by
    intro K
    induction K with
    | zero => simp
    | succ K ih =>
      rw [sum_range_succ, mul_add, ih,
        show (k : ℝ) * node N K = 2 * K * (k * angle N) + k * angle N by unfold node; ring,
        show 2 * ((K + 1 : ℕ) : ℝ) * (k * angle N)
          = 2 * K * (k * angle N) + k * angle N + k * angle N by push_cast; ring]
      simp only [sin_add, cos_add]
      linear_combination (-sin (2 * K * (k * angle N))) * sin_sq_add_cos_sq (k * angle N)
  have hs : sin (k * angle N) ≠ 0 := by
    intro h
    obtain ⟨c, hc⟩ := sin_eq_zero_iff.mp h
    have hr : (k : ℝ) = c * (N + 2) := mul_right_cancel₀ Real.pi_ne_zero
      (by linear_combination (-(k : ℝ)) * hpi - ((N : ℝ) + 2) * hc)
    have hi : k = c * ((N : ℤ) + 2) := by exact_mod_cast hr
    have hN : (0 : ℤ) < (N : ℤ) + 2 := by omega
    have c1 : c < 2 := by nlinarith
    have c2 : -1 < c := by nlinarith
    rcases (by omega : c = 0 ∨ c = 1) with rfl | rfl <;> omega
  have t := tele (N + 2)
  rw [show 2 * ((N + 2 : ℕ) : ℝ) * (k * angle N) = ((2 * k : ℤ) : ℝ) * π by
    push_cast; linear_combination 2 * (k : ℝ) * hpi, sin_int_mul_pi] at t
  exact (mul_eq_zero.mp t).resolve_left (mul_ne_zero two_ne_zero hs)
```

Orders $1,\dots,N$ therefore drop out, and $\sum_j p(x_j)=M$.

```lean
/-- The grid average of the kernel is one. -/
theorem mean_node (N : ℕ) (g : ℕ → ℝ) :
    ∑ j ∈ range (N + 2), kernel N g (node N j) = N + 2 := by
  have h : ∀ n ∈ Icc 1 N, ∑ j ∈ range (N + 2), g n * cos (n * node N j) = 0 := by
    intro n hn
    rw [mem_Icc] at hn
    have t := grid_sum N n (by omega) (by omega) (by omega) (by omega)
    simp only [Int.cast_natCast] at t
    rw [← mul_sum, t, mul_zero]
  simp only [kernel]
  rw [sum_add_distrib, ← mul_sum, sum_comm, sum_eq_zero h]
  simp
```

The product formulas give
$$\alpha\cos(mx)\,p-\beta\sin(mx)\,p'=\alpha\cos mx+\sum_n g_n[(\alpha+\beta n)\cos(n-m)x+(\alpha-\beta n)\cos(n+m)x].$$
On the grid only $n=m$ survives, leaving $M(\alpha+\beta m)g_m$. The aliased order $n+m=M$ is removed by requiring $\alpha=\beta n$ there.

```lean
/-- Values and slopes on the grid, combined with weights `α` and `β`, isolate the damping factor
`g_m` for `1 ≤ m ≤ N`, provided `α = β n` whenever `1 ≤ n ≤ N` and `n + m = N + 2`. -/
theorem node_sum (N m : ℕ) (g : ℕ → ℝ) (α β : ℝ) (hm : m ∈ Icc 1 N)
    (h : ∀ n ∈ Icc 1 N, n + m = N + 2 → α = β * n) :
    ∑ j ∈ range (N + 2), (α * cos (m * node N j) * kernel N g (node N j)
      - β * sin (m * node N j) * kernelSlope N g (node N j)) = (N + 2) * (α + β * m) * g m := by
  have pt : ∀ x, α * cos (m * x) * kernel N g x - β * sin (m * x) * kernelSlope N g x
      = α * cos (((m : ℤ) : ℝ) * x) + ∑ n ∈ Icc 1 N, g n * ((α + β * n) *
        cos (((n - m : ℤ) : ℝ) * x) + (α - β * n) * cos (((n + m : ℤ) : ℝ) * x)) := by
    intro x
    have e : ∀ n : ℕ, g n * ((α + β * n) * cos (((n - m : ℤ) : ℝ) * x)
        + (α - β * n) * cos (((n + m : ℤ) : ℝ) * x)) = 2 * α * cos (m * x) * (g n * cos (n * x))
        + 2 * β * sin (m * x) * (g n * (n * sin (n * x))) := by
      intro n
      push_cast
      rw [sub_mul (n : ℝ) (m : ℝ) x, add_mul (n : ℝ) (m : ℝ) x, cos_sub, cos_add]
      ring
    simp only [e]
    rw [sum_add_distrib, ← mul_sum, ← mul_sum, kernel, kernelSlope, Int.cast_natCast]
    ring
  have hm' := mem_Icc.mp hm
  simp only [pt]
  rw [sum_add_distrib, ← mul_sum, grid_sum N m (by omega) (by omega) (by omega) (by omega),
    mul_zero, zero_add, sum_comm]
  trans ∑ n ∈ Icc 1 N, if n = m then ((N : ℝ) + 2) * (α + β * n) * g n else 0
  · refine sum_congr rfl fun n hn => ?_
    have hn' := mem_Icc.mp hn
    have hB : (α - β * n) * ∑ j ∈ range (N + 2), cos (((n + m : ℤ) : ℝ) * node N j) = 0 := by
      by_cases q : n + m = N + 2
      · rw [h n hn q]; ring
      · rw [grid_sum N (n + m) (by omega) (by omega) (by omega) (by omega), mul_zero]
    rw [← mul_sum, sum_add_distrib, ← mul_sum, ← mul_sum, hB, add_zero]
    split_ifs with q
    · subst q
      simp only [sub_self, Int.cast_zero, zero_mul, cos_zero, sum_const, card_range,
        nsmul_eq_mul, mul_one]
      push_cast
      ring
    · rw [grid_sum N (n - m) (by omega) (by omega) (by omega) (by omega)]
      ring
  · rw [sum_ite_eq', if_pos hm]
```

With $m=1$, $\alpha=1$, $\beta=0$ no aliasing occurs, and $\sum_j\cos x_j\,p(x_j)=Mg_1$. Hence
$$\sum_j(\cos\theta-\cos x_j)\,p(x_j)=M(\cos\theta-g_1).$$
If $p\ge0$, the left side is nonnegative, so $g_1\le\cos\theta$.

```lean
/-- For `N ≥ 1` the weighted grid sum of the kernel measures the gap `cos (π/(N+2)) - g_1`. -/
theorem quadrature (N : ℕ) (hN : 1 ≤ N) (g : ℕ → ℝ) :
    ∑ j ∈ range (N + 2), (cos (angle N) - cos (node N j)) * kernel N g (node N j)
      = (N + 2) * (cos (angle N) - g 1) := by
  have h1 := node_sum N 1 g 1 0 (mem_Icc.mpr ⟨le_rfl, hN⟩)
    (fun n hn q => by have := mem_Icc.mp hn; omega)
  simp only [Nat.cast_one, one_mul, zero_mul, sub_zero, add_zero, mul_one] at h1
  simp only [sub_mul]
  rw [sum_sub_distrib, ← mul_sum, mean_node, h1]
  ring
```

## Equality fixes every factor

Equality will also need slopes, so $p'$ is confirmed as the derivative of $p$.

```lean
/-- The kernel is differentiable, with the term-by-term derivative. -/
theorem kernel_hasDerivAt (N : ℕ) (g : ℕ → ℝ) (x : ℝ) :
    HasDerivAt (kernel N g) (kernelSlope N g x) x := by
  have h : ∀ n ∈ Icc 1 N, HasDerivAt (fun y : ℝ => g n * cos (n * y))
      (-(g n * (n * sin (n * x)))) x := fun n _ =>
    (((hasDerivAt_id' x).const_mul (n : ℝ)).cos.const_mul (g n)).congr_deriv (by ring)
  exact (((HasDerivAt.fun_sum h).const_mul 2).const_add 1).congr_deriv
    (by simp only [kernelSlope, sum_neg_distrib]; ring)
```

If $p\ge0$ and $g_1=\cos\theta$, the terms of the weighted sum are nonnegative and add up to zero, so each is zero. So $p$ vanishes at the interior grid points; these are minima, and $p'$ vanishes there too. The end points are $\theta$ and $2\pi-\theta$, where $p$ agrees and $p'$ changes sign. The grid average gives $2p(\theta)=M$. Taking $\alpha=M-m$, $\beta=1$ gives
$$M(M-m)\cos m\theta-2\sin(m\theta)\,p'(\theta)=M^2g_m.$$
The case $m=1$ yields $-2p'(\theta)=M\cot\theta$, and then $g_m=J_m$.

```lean
/-- For `N ≥ 1`, a nonnegative kernel with `g_1 = cos (π/(N+2))` has the Jackson factors. -/
theorem extremal_unique (N : ℕ) (hN : 1 ≤ N) (g : ℕ → ℝ) (hp : ∀ x, 0 ≤ kernel N g x)
    (hg : g 1 = cos (angle N)) (m : ℕ) (hm : m ∈ Icc 1 N) : g m = jackson N m := by
  obtain ⟨hpi, hs⟩ := angle_facts N
  have hM : (N : ℝ) + 2 ≠ 0 := by positivity
  -- the kernel and its slope vanish at the interior grid points
  have hz : ∀ j, j < N → kernel N g (node N (j + 1)) = 0 := by
    intro j hj
    have q := quadrature N hN g
    rw [hg, sub_self, mul_zero, sum_eq_zero_iff_of_nonneg (fun i hi =>
      mul_nonneg (node_weight N i (mem_range.mp hi)).1 (hp _))] at q
    exact (mul_eq_zero.mp (q (j + 1) (mem_range.mpr (by omega)))).resolve_left
      ((node_weight N (j + 1) (by omega)).2 (by omega) (by omega)).ne'
  have hd : ∀ j, j < N → kernelSlope N g (node N (j + 1)) = 0 := fun j hj =>
    IsLocalMin.hasDerivAt_eq_zero
      (Filter.Eventually.of_forall fun y => (hz j hj).le.trans (hp y)) (kernel_hasDerivAt N g _)
  have peel : ∀ f : ℕ → ℝ, (∀ j, j < N → f (j + 1) = 0) →
      ∑ j ∈ range (N + 2), f j = f 0 + f (N + 1) := by
    intro f hf
    rw [sum_range_succ, sum_range_succ', sum_eq_zero (fun j hj => hf j (mem_range.mp hj)),
      zero_add]
  -- the last grid point mirrors the first
  have e : ∀ n : ℕ, (n : ℝ) * node N (N + 1) = n * (2 * π) - n * angle N := by
    intro n
    unfold node
    push_cast
    linear_combination 2 * (n : ℝ) * hpi
  have hc : ∀ n : ℕ, cos (n * node N (N + 1)) = cos (n * angle N) := fun n => by
    rw [e, cos_nat_mul_two_pi_sub]
  have hsn : ∀ n : ℕ, sin (n * node N (N + 1)) = -sin (n * angle N) := fun n => by
    rw [e, sin_nat_mul_two_pi_sub]
  have h0 : node N 0 = angle N := by simp [node]
  have hk : kernel N g (node N (N + 1)) = kernel N g (angle N) := by simp only [kernel, hc]
  have hl : kernelSlope N g (node N (N + 1)) = -kernelSlope N g (angle N) := by
    simp only [kernelSlope, hsn, mul_neg, sum_neg_distrib]
  have hP : kernel N g (node N 0) + kernel N g (node N (N + 1)) = N + 2 :=
    (peel (fun j => kernel N g (node N j)) hz).symm.trans (mean_node N g)
  rw [h0, hk] at hP
  have H : ∀ n ∈ Icc 1 N, 2 * ((N : ℝ) + 2 - n) * cos (n * angle N) * kernel N g (angle N)
      - 2 * sin (n * angle N) * kernelSlope N g (angle N) = ((N : ℝ) + 2) ^ 2 * g n := by
    intro n hn
    have s := node_sum N n g ((N : ℝ) + 2 - n) 1 hn (fun k _ q => by
      have : (k : ℝ) + n = N + 2 := by exact_mod_cast q
      linarith)
    rw [peel, h0, hk, hl, hc, hsn] at s
    · linear_combination s
    · intro j hj
      simp only [hz j hj, hd j hj, mul_zero, sub_zero]
  have h1 := H 1 (mem_Icc.mpr ⟨le_rfl, hN⟩)
  simp only [Nat.cast_one, one_mul] at h1
  have hD : -2 * kernelSlope N g (angle N) = ((N : ℝ) + 2) * (cos (angle N) / sin (angle N)) := by
    rw [← mul_div_assoc, eq_div_iff hs.ne']
    linear_combination h1 + ((N : ℝ) + 2) ^ 2 * hg - ((N : ℝ) + 1) * cos (angle N) * hP
  rw [jackson, eq_div_iff hM]
  apply mul_left_cancel₀ hM
  linear_combination -(H m hm) + ((N : ℝ) + 2 - m) * cos (m * angle N) * hP
    + sin (m * angle N) * hD
```

## The Jackson kernel is nonnegative

Now let $p$ have $g_n=J_n$. The factors satisfy $J_0=1$, $J_1=\cos\theta$, $J_{N+1}=J_{N+2}=0$ and
$$J_{n+1}+J_{n-1}-2\cos\theta\,J_n=\tfrac2M\sin\theta\sin n\theta.$$
Using $2\cos x\cos nx=\cos(n+1)x+\cos(n-1)x$ and collecting terms,
$$M(\cos x-\cos\theta)\,p=2\sin\theta\,S,\qquad S=\sum_{n=1}^{N+1}\sin n\theta\cos nx.$$
The same step on $S$ leaves only its ends: $2(\cos x-\cos\theta)S=\sin\theta\,(1+\cos Mx)$. Together,
$$M(\cos x-\cos\theta)^2p(x)=\sin^2\theta\,(1+\cos Mx).$$
Lean obtains both sums by induction on partial sums.

```lean
/-- Closed form of the Jackson kernel, cleared of its denominator. -/
theorem jackson_closed_form (N : ℕ) (x : ℝ) :
    ((N : ℝ) + 2) * (cos x - cos (angle N)) ^ 2 * kernel N (jackson N) x
      = sin (angle N) ^ 2 * (1 + cos (((N : ℝ) + 2) * x)) := by
  obtain ⟨hpi, hs⟩ := angle_facts N
  have hM : (N : ℝ) + 2 ≠ 0 := by positivity
  have hJ : ∀ n : ℕ, jackson N n * ((N : ℝ) + 2) = ((N : ℝ) + 2 - n) * cos (n * angle N)
      + cos (angle N) / sin (angle N) * sin (n * angle N) := fun n => (eq_div_iff hM).mp rfl
  have hq : cos (angle N) / sin (angle N) * sin (angle N) = cos (angle N) := by field_simp
  have a1 : ((N + 1 : ℕ) : ℝ) * angle N = π - angle N := by
    push_cast; linear_combination hpi
  have a2 : ((N + 1 + 1 : ℕ) : ℝ) * angle N = π := by push_cast; linear_combination hpi
  have j0 : jackson N 0 = 1 := mul_right_cancel₀ hM (by rw [hJ]; simp)
  have j1 : jackson N 1 = cos (angle N) := mul_right_cancel₀ hM (by
    rw [hJ]; simp only [Nat.cast_one, one_mul]; linear_combination hq)
  have jN : jackson N (N + 1) = 0 := mul_right_cancel₀ hM (by
    rw [hJ, a1, cos_pi_sub, sin_pi_sub]; push_cast; linear_combination hq)
  have jN' : jackson N (N + 1 + 1) = 0 := mul_right_cancel₀ hM (by
    rw [hJ, a2, sin_pi]; push_cast; ring)
  -- three-term recurrences
  have hx : ∀ K : ℕ, cos (((K : ℝ) + 1 + 1) * x) + cos (K * x)
      = 2 * cos x * cos (((K : ℝ) + 1) * x) := by
    intro K
    rw [show ((K : ℝ) + 1 + 1) * x = (K + 1) * x + x by ring,
      show (K : ℝ) * x = (K + 1) * x - x by ring, cos_add, cos_sub]
    ring
  have hθ : ∀ K : ℕ, sin (((K : ℝ) + 1 + 1) * angle N) + sin (K * angle N)
      = 2 * cos (angle N) * sin (((K : ℝ) + 1) * angle N) := by
    intro K
    rw [show ((K : ℝ) + 1 + 1) * angle N = (K + 1) * angle N + angle N by ring,
      show (K : ℝ) * angle N = (K + 1) * angle N - angle N by ring, sin_add, sin_sub]
    ring
  have hj : ∀ K : ℕ, ((N : ℝ) + 2) * (jackson N (K + 1 + 1) + jackson N K)
      = 2 * ((N : ℝ) + 2) * cos (angle N) * jackson N (K + 1)
        + 2 * sin (angle N) * sin (((K : ℝ) + 1) * angle N) := by
    intro K
    have a := hJ (K + 1 + 1)
    have b := hJ K
    have c := hJ (K + 1)
    simp only [Nat.cast_add, Nat.cast_one] at a c
    rw [show ((K : ℝ) + 1 + 1) * angle N = (K + 1) * angle N + angle N by ring,
      cos_add, sin_add] at a
    rw [show (K : ℝ) * angle N = (K + 1) * angle N - angle N by ring, cos_sub, sin_sub] at b
    linear_combination a + b - 2 * cos (angle N) * c
  -- two telescoping sums
  have first : ∀ K : ℕ, ((N : ℝ) + 2) * (2 * (cos x - cos (angle N)) * kernel K (jackson N) x)
      = 4 * sin (angle N) * ∑ n ∈ Icc 1 K, sin (n * angle N) * cos (n * x)
        + 2 * ((N : ℝ) + 2) * (jackson N K * cos (((K : ℝ) + 1) * x)
          - jackson N (K + 1) * cos (K * x)) := by
    intro K
    induction K with
    | zero =>
      simp only [kernel, Icc_eq_empty (show ¬ (1 : ℕ) ≤ 0 by omega), sum_empty, zero_add, j0, j1,
        Nat.cast_zero, zero_mul, one_mul, cos_zero]
      ring
    | succ K ih =>
      have hk : kernel (K + 1) (jackson N) x = kernel K (jackson N) x
          + 2 * (jackson N (K + 1) * cos (((K : ℝ) + 1) * x)) := by
        simp only [kernel, sum_Icc_succ_top (show 1 ≤ K + 1 by omega), Nat.cast_add, Nat.cast_one]
        ring
      rw [hk, sum_Icc_succ_top (by omega)]
      simp only [Nat.cast_add, Nat.cast_one]
      linear_combination ih - 2 * ((N : ℝ) + 2) * jackson N (K + 1) * hx K
        + 2 * cos (((K : ℝ) + 1) * x) * hj K
  have second : ∀ K : ℕ, 2 * (cos x - cos (angle N)) *
      ∑ n ∈ Icc 1 K, sin (n * angle N) * cos (n * x) = sin (angle N)
        + sin (K * angle N) * cos (((K : ℝ) + 1) * x)
        - sin (((K : ℝ) + 1) * angle N) * cos (K * x) := by
    intro K
    induction K with
    | zero => simp
    | succ K ih =>
      rw [sum_Icc_succ_top (by omega), mul_add, ih]
      simp only [Nat.cast_add, Nat.cast_one]
      linear_combination cos (((K : ℝ) + 1) * x) * hθ K - sin (((K : ℝ) + 1) * angle N) * hx K
  have hk : kernel (N + 1) (jackson N) x = kernel N (jackson N) x := by
    simp only [kernel, sum_Icc_succ_top (show 1 ≤ N + 1 by omega), jN, zero_mul, add_zero]
  have f := first (N + 1)
  have s := second (N + 1)
  rw [hk, jN, jN'] at f
  rw [a1, sin_pi_sub, show ((N + 1 : ℕ) : ℝ) + 1 = N + 2 by push_cast; ring, hpi, sin_pi] at s
  linear_combination (cos x - cos (angle N)) / 2 * f + sin (angle N) * s
```

So $p\ge0$ wherever $\cos x\ne\cos\theta$. A negative value elsewhere would persist nearby by continuity and force $\cos$ to be constant there. Then $\sin x=0$ with $\cos x=\cos\theta$, contradicting $\sin\theta>0$.

The final theorem says, for every $N\ge1$, that the Jackson kernel is nonnegative with $J_1=\cos\theta$, that every nonnegative kernel has $g_1\le\cos\theta$, and that equality forces $g_n=J_n$ for $1\le n\le N$. It concerns the kernel alone; the link to a density of states is the convolution described at the start.

```lean
/-- For `N ≥ 1` the Jackson kernel is nonnegative with first factor `cos (π/(N+2))`; no nonnegative
kernel of order `N` has a larger `g_1`, and one with the same `g_1` has the Jackson factors. -/
theorem optimal_positive_kernel (N : ℕ) (hN : 1 ≤ N) :
    (∀ x, 0 ≤ kernel N (jackson N) x) ∧ jackson N 1 = cos (π / (N + 2)) ∧
    ∀ g : ℕ → ℝ, (∀ x, 0 ≤ kernel N g x) → g 1 ≤ cos (π / (N + 2)) ∧
      (g 1 = cos (π / (N + 2)) → ∀ n ∈ Icc 1 N, g n = jackson N n) := by
  obtain ⟨-, hs⟩ := angle_facts N
  have hM : (0 : ℝ) < (N : ℝ) + 2 := by positivity
  refine ⟨fun x => ?_, ?_, fun g hp => ⟨?_, fun hg => extremal_unique N hN g hp hg⟩⟩
  · by_contra hneg
    -- a negative value would force the cosine to be constant near `x`
    have hc : cos =ᶠ[𝓝 x] fun _ => cos (angle N) := by
      filter_upwards [(kernel_hasDerivAt N (jackson N) x).continuousAt.preimage_mem_nhds
        (Iio_mem_nhds (not_le.mp hneg))] with y hy
      have hy' : kernel N (jackson N) y < 0 := hy
      by_contra hne
      have hne' : cos y - cos (angle N) ≠ 0 := sub_ne_zero.mpr hne
      have hsq : 0 < (cos y - cos (angle N)) ^ 2 :=
        lt_of_le_of_ne (sq_nonneg _) (pow_ne_zero 2 hne').symm
      have l := mul_neg_of_pos_of_neg (mul_pos hM hsq) hy'
      have r : 0 ≤ sin (angle N) ^ 2 * (1 + cos (((N : ℝ) + 2) * y)) :=
        mul_nonneg (sq_nonneg _) (by linarith [neg_one_le_cos (((N : ℝ) + 2) * y)])
      linarith [jackson_closed_form N y]
    have d := (hasDerivAt_cos x).unique
      ((hasDerivAt_const x (cos (angle N))).congr_of_eventuallyEq hc)
    have hx : cos x = cos (angle N) := hc.eq_of_nhds
    have a := sin_sq_add_cos_sq x
    rw [neg_eq_zero.mp d, hx] at a
    nlinarith [sin_sq_add_cos_sq (angle N), pow_pos hs 2]
  · change jackson N 1 = cos (angle N)
    have hq : cos (angle N) / sin (angle N) * sin (angle N) = cos (angle N) := by field_simp
    rw [jackson, div_eq_iff hM.ne']
    simp only [Nat.cast_one, one_mul]
    linear_combination hq
  · change g 1 ≤ cos (angle N)
    have h := sum_nonneg (fun j hj => mul_nonneg (node_weight N j (mem_range.mp hj)).1
      (hp (node N j)))
    rw [quadrature N hN g] at h
    exact sub_nonneg.mp (nonneg_of_mul_nonneg_right h hM)

end

end OptimalPositiveKernel
```

```lean
#print axioms OptimalPositiveKernel.optimal_positive_kernel
-- 'OptimalPositiveKernel.optimal_positive_kernel' depends on axioms: [propext, Classical.choice, Quot.sound]
```

## Use in a Chebyshev expansion, and N = 1

With moments $\mu_n=\int\rho(E)\,T_n(E)\,dE$ of the density $\rho$, where $T_n(\cos\varphi)=\cos n\varphi$, a calculation multiplies each $\mu_n$ by $J_n$ and evaluates
$$\rho_N(E)=\frac{1}{\pi\sqrt{1-E^2}}\Big[\mu_0+2\sum_{n=1}^N J_n\mu_nT_n(E)\Big].$$

For $N=1$, $1+2g_1\cos x\ge0$ for all $x$ means $|g_1|\le\tfrac12=\cos(\pi/3)$, and the optimal kernel is $1+\cos x$.
